# The slope at occupation 1/2 of a purification polynomial flat to order m at 0 and 1, with degree at most 2m+1, is (2m+1)C(2m,m)/4^m

Without knowing how fast one purification step pulls two occupations apart, I can't tell whether a higher-order polynomial will rescue a small-gap calculation or only make each step dearer. My starting density matrix has its highest occupied and lowest unoccupied levels at occupations 0.51 and 0.49. The McWeeny polynomial $3x^2-2x^3$ spends many steps separating them before its fast convergence sets in. A polynomial of degree 9 that is flat to fourth order at 0 and 1 converges much faster near the end, so I expected it to need only about a quarter of the early steps. It needs nearly half of them. How much does the order really buy in the early steps?

## The gap factor grows only like the square root of the order

Let $m$ be the number of derivatives that vanish at each end. A real polynomial $f$ of degree at most $2m+1$, with $f(0)=0$, $f(1)=1$ and derivatives of orders 1 to $m$ vanishing at 0 and 1, has slope

$$g_m=\frac{2m+1}{4^m}\binom{2m}{m}$$

at occupation 1/2. One step widens the separation of two occupations in $[0,1]$ by at most this factor, and $\sqrt{m+1}\le g_m\le\sqrt{2m+1}$. For McWeeny, $g_1=3/2$; for your fourth-order polynomial, $g_4=315/128\approx2.46$. The smallest case is $m=0$, where $f(x)=x$ and $g_0=1$: the step does nothing.

For density-matrix purification in linear-scaling electronic structure, this limits the early gain from a higher order, within the family of polynomials just described and with every step carried out without error.

### From flat ends to the slope

The derivatives of $f'$ of orders $0$ to $m-1$ vanish at 0, so its Taylor expansion there starts at $x^m$ or later, and $x^m$ divides $f'$. In the same way $(1-x)^m$ divides $f'$. The two factors have no common root, so their product divides $f'$. Since $f'$ has degree at most $2m$, only a constant is left over:

$$f'(x)=c\,x^m(1-x)^m .$$

To find $c$, take the Bernstein polynomials $b_{n,k}(x)=\binom nk x^k(1-x)^{n-k}$, with $b_{n,k}=0$ for $k>n$, and the sum

$$S_m=\sum_{j=0}^{m}b_{2m+1,\,m+j+1}.$$

Because $b_{n,k}'=n(b_{n-1,k-1}-b_{n-1,k})$ for $k\ge1$, the derivative telescopes:

$$S_m'=(2m+1)\bigl(b_{2m,m}-b_{2m,2m+1}\bigr)=K\,x^m(1-x)^m,\qquad K=(2m+1)\binom{2m}{m}.$$

Every term of $S_m$ vanishes at 0, and at 1 only the last term, $x^{2m+1}$, survives. So $S_m(0)=0$ and $S_m(1)=1$. The polynomial $Kf-cS_m$ has zero derivative and is therefore constant. Its value is $0$ at $x=0$ and $K-c$ at $x=1$, hence $c=K$. Setting $x=1/2$ gives $f'(1/2)=K/4^m=g_m$.

### From the slope to the gap

For $0\le x<y\le1$ the mean value theorem gives a point $\xi$ between them with

$$f(y)-f(x)=K\,[\xi(1-\xi)]^m\,(y-x).$$

Since $0<\xi(1-\xi)\le1/4$, the new separation is positive and at most $g_m(y-x)$. Your occupations, 0.02 apart, are at most 0.03 apart after one McWeeny step and at most about 0.049 apart after one step with $m=4$. While both occupations stay close to 1/2, each step widens their separation by nearly the full factor $g_m$, so $m=4$ needs about $\ln g_1/\ln g_4\approx0.45$ times as many of these early steps as McWeeny.

For the growth with $m$, use $(m+1)\binom{2m+2}{m+1}=2(2m+1)\binom{2m}{m}$, which gives

$$(2m+2)\,g_{m+1}=(2m+3)\,g_m .$$

Now $g_0^2=1$ satisfies $m+1\le g_m^2\le2m+1$ at $m=0$. If the bounds hold at $m$, they hold at $m+1$, because

$$(2m+3)^2(m+1)-(2m+2)^2(m+2)=m+1\ge0,$$

$$(2m+3)(2m+1)=(2m+2)^2-1\le(2m+2)^2 .$$

The first line carries the lower bound over. The second, multiplied by $2m+3$, carries the upper one.

### What the conditions exclude

For $m=1$, raising the allowed degree from 3 to 5 leaves the slope free. The polynomial $3x^2-2x^3+a\,x^2(1-x)^2(2x-1)$ meets all the endpoint and flatness conditions for every real $a$, and its slope at 1/2 is $3/2+a/8$.

Flatness at 1 matters as well. For $m=1$, $f(x)=x^2$ meets every condition except $f'(1)=0$. Its slope at 1/2 is 1, and it takes the occupations 0.9 and 1 to 0.81 and 1, a widening by 1.9, which is more than $3/2$.

### The statements in Lean

`IsPurifier m f` collects the conditions on a real polynomial `f : ℝ[X]`. `degree_le` is the degree bound, `at_zero` and `at_one` fix the empty and the filled level, and `flat_zero` and `flat_one` make the derivatives of orders 1 to `m` vanish there. Physically, flatness suppresses small errors in occupations that are already almost 0 or 1. For `m = 0` the flatness conditions are empty.

`gapFactor m` is $g_m$, and `majority m` is $S_m$. The main theorem, `slope_at_half`, gives the slope of every purifier at occupation 1/2, and `majority_isPurifier_witness` shows that a purifier exists for every `m`. Two purifiers of the same order have the same derivative by `derivative_eq` and the same value at 0, so they coincide, although the file doesn't state this as a theorem of its own.

`separation_bounds` treats two distinct occupations in $[0,1]$ and a single step. `gapFactor_succ` and `gapFactor_sq_bounds` contain the recurrence and the square-root growth.

Occupations enter as real numbers, and no matrix appears. The link to a density matrix $P$ is that, for symmetric $P$ in an orthonormal basis, $f(P)$ keeps the eigenvectors and applies $f$ to each eigenvalue. Truncation of small matrix elements, adjustment of the chemical potential and the cost of evaluating $f(P)$ lie outside the model.

```lean
import Mathlib

open Polynomial

namespace PurificationGapOpening

noncomputable section

/-- A purification polynomial of order `m`: degree at most `2m+1`, fixed points at the
occupations 0 and 1, and derivatives of orders 1 to `m` vanishing at both. -/
structure IsPurifier (m : ℕ) (f : ℝ[X]) : Prop where
  degree_le : f.natDegree ≤ 2 * m + 1
  at_zero : f.eval 0 = 0
  at_one : f.eval 1 = 1
  flat_zero : ∀ k, 1 ≤ k → k ≤ m → (derivative^[k] f).eval 0 = 0
  flat_one : ∀ k, 1 ≤ k → k ≤ m → (derivative^[k] f).eval 1 = 0

/-- The number `(2m+1) C(2m,m) / 4^m`. -/
def gapFactor (m : ℕ) : ℝ := (2 * m + 1) * (Nat.choose (2 * m) m : ℝ) / 4 ^ m

/-- The sum of the Bernstein polynomials of degree `2m+1` with index from `m+1` to `2m+1`. -/
def majority (m : ℕ) : ℝ[X] :=
  ∑ j ∈ Finset.range (m + 1), bernsteinPolynomial ℝ (2 * m + 1) (m + j + 1)

/-- All derivatives of order `k < m` of a polynomial (order 0 is the polynomial itself, and for
`m = 0` there is no condition) vanish at `a` exactly when `(x - a)^m` divides it. -/
theorem flat_iff_dvd (g : ℝ[X]) (a : ℝ) (m : ℕ) :
    (∀ k < m, (derivative^[k] g).eval a = 0) ↔ (X - C a) ^ m ∣ g := by
  rcases eq_or_ne g 0 with rfl | hg
  · simp
  constructor
  · intro h
    cases m with
    | zero => simp
    | succ n =>
      exact (le_rootMultiplicity_iff hg).1 (Nat.succ_le_of_lt
        (lt_rootMultiplicity_of_isRoot_iterate_derivative hg
          fun k hk => h k (by omega)))
  · intro h k hk
    exact (lt_rootMultiplicity_iff_isRoot_iterate_derivative hg).1
      (lt_of_lt_of_le hk ((le_rootMultiplicity_iff hg).2 h)) k le_rfl

/-- The derivative of the Bernstein sum is `(2m+1) C(2m,m) x^m (1-x)^m`. -/
theorem derivative_majority (m : ℕ) : derivative (majority m) =
    C ((2 * m + 1) * (Nat.choose (2 * m) m : ℝ)) * (X ^ m * (1 - X) ^ m) := by
  have step : ∀ j, derivative (bernsteinPolynomial ℝ (2 * m + 1) (m + j + 1)) =
      ((2 * m + 1 : ℕ) : ℝ[X]) * (bernsteinPolynomial ℝ (2 * m) (m + j) -
        bernsteinPolynomial ℝ (2 * m) (m + j + 1)) := by
    intro j
    have h := bernsteinPolynomial.derivative_succ ℝ (2 * m + 1) (m + j)
    rw [Nat.add_sub_cancel] at h
    exact h
  -- the sum telescopes, and only the central Bernstein polynomial survives
  have tel : ∑ j ∈ Finset.range (m + 1), (bernsteinPolynomial ℝ (2 * m) (m + j) -
      bernsteinPolynomial ℝ (2 * m) (m + j + 1)) =
      bernsteinPolynomial ℝ (2 * m) m - bernsteinPolynomial ℝ (2 * m) (m + (m + 1)) :=
    Finset.sum_range_sub' (fun j => bernsteinPolynomial ℝ (2 * m) (m + j)) (m + 1)
  have top : bernsteinPolynomial ℝ (2 * m) (m + (m + 1)) = 0 :=
    bernsteinPolynomial.eq_zero_of_lt ℝ (by omega)
  rw [majority, derivative_sum, Finset.sum_congr rfl (fun j _ => step j),
    ← Finset.mul_sum, tel, top, sub_zero,
    bernsteinPolynomial, show 2 * m - m = m by omega]
  simp only [map_mul, map_add, map_natCast, map_one, map_ofNat]
  push_cast
  ring

private lemma natDegree_one_sub_X : (1 - X : ℝ[X]).natDegree = 1 := by
  rw [show (1 - X : ℝ[X]) = -(X - C 1) by rw [C_1]; ring, natDegree_neg, natDegree_X_sub_C]

private lemma majority_zero (m : ℕ) : (majority m).eval 0 = 0 := by
  rw [majority, eval_finsetSum]
  refine Finset.sum_eq_zero fun j _ => ?_
  rw [bernsteinPolynomial.eval_at_0, if_neg (by omega)]

private lemma majority_one (m : ℕ) : (majority m).eval 1 = 1 := by
  rw [majority, eval_finsetSum, Finset.sum_eq_single m]
  · rw [bernsteinPolynomial.eval_at_1, if_pos (by omega)]
  · intro j _ hj
    rw [bernsteinPolynomial.eval_at_1, if_neg (by omega)]
  · intro h
    simp at h

/-- For every order `m` the Bernstein sum `majority m` is a purification polynomial. -/
theorem majority_isPurifier_witness (m : ℕ) : IsPurifier m (majority m) := by
  have h0 : (X - C 0 : ℝ[X]) ^ m ∣ derivative (majority m) := by
    rw [derivative_majority, C_0, sub_zero]
    exact (dvd_mul_right _ _).mul_left _
  have h1 : (X - C 1 : ℝ[X]) ^ m ∣ derivative (majority m) := by
    rw [derivative_majority]
    have h : (X - C 1 : ℝ[X]) ∣ 1 - X := ⟨-1, by rw [C_1]; ring⟩
    exact ((pow_dvd_pow_of_dvd h m).mul_left _).mul_left _
  refine ⟨?_, majority_zero m, majority_one m, ?_, ?_⟩
  · refine natDegree_sum_le_of_forall_le _ _ fun j hj => ?_
    have hj' := Finset.mem_range.1 hj
    rw [bernsteinPolynomial]
    have e1 := natDegree_mul_le
      (p := ((Nat.choose (2 * m + 1) (m + j + 1) : ℕ) : ℝ[X]) * X ^ (m + j + 1))
      (q := (1 - X) ^ (2 * m + 1 - (m + j + 1)))
    have e2 := natDegree_mul_le
      (p := ((Nat.choose (2 * m + 1) (m + j + 1) : ℕ) : ℝ[X])) (q := X ^ (m + j + 1))
    rw [natDegree_natCast, natDegree_X_pow] at e2
    rw [natDegree_pow (1 - X), natDegree_one_sub_X, mul_one] at e1
    omega
  · intro k hk hkm
    obtain ⟨i, rfl⟩ := Nat.exists_eq_add_of_le' hk
    exact (flat_iff_dvd _ 0 m).2 h0 i (by omega)
  · intro k hk hkm
    obtain ⟨i, rfl⟩ := Nat.exists_eq_add_of_le' hk
    exact (flat_iff_dvd _ 1 m).2 h1 i (by omega)

/-- Every purification polynomial of order `m` has the derivative
`(2m+1) C(2m,m) x^m (1-x)^m`. -/
theorem derivative_eq {m : ℕ} {f : ℝ[X]} (hf : IsPurifier m f) : derivative f =
    C ((2 * m + 1) * (Nat.choose (2 * m) m : ℝ)) * (X ^ m * (1 - X) ^ m) := by
  have d0 : (X : ℝ[X]) ^ m ∣ derivative f := by
    have h := (flat_iff_dvd (derivative f) 0 m).1
      fun k hk => hf.flat_zero (k + 1) (by omega) (by omega)
    rwa [C_0, sub_zero] at h
  have d1 : (1 - X : ℝ[X]) ^ m ∣ derivative f := by
    have h : (1 - X : ℝ[X]) ∣ X - C 1 := ⟨-1, by rw [C_1]; ring⟩
    exact (pow_dvd_pow_of_dvd h m).trans ((flat_iff_dvd (derivative f) 1 m).1
      fun k hk => hf.flat_one (k + 1) (by omega) (by omega))
  have cop : IsCoprime (X : ℝ[X]) (1 - X) := ⟨1, 1, by ring⟩
  obtain ⟨h, hh⟩ := IsCoprime.mul_dvd (cop.pow (m := m) (n := m)) d0 d1
  -- the degree bound leaves only a constant cofactor
  have hdeg : h.natDegree = 0 := by
    rcases eq_or_ne h 0 with rfl | hne
    · simp
    have hX : (X : ℝ[X]) ^ m ≠ 0 := pow_ne_zero _ X_ne_zero
    have hY : (1 - X : ℝ[X]) ^ m ≠ 0 := by
      refine pow_ne_zero _ fun h0 => ?_
      have h1 := natDegree_one_sub_X
      rw [h0, natDegree_zero] at h1
      omega
    have e := congrArg natDegree hh
    rw [natDegree_mul (mul_ne_zero hX hY) hne, natDegree_mul hX hY, natDegree_X_pow,
      natDegree_pow, natDegree_one_sub_X, mul_one] at e
    have e1 := natDegree_derivative_le f
    have e2 := hf.degree_le
    omega
  obtain ⟨c, rfl⟩ : ∃ c, h = C c := ⟨_, eq_C_of_natDegree_eq_zero hdeg⟩
  -- comparison with the Bernstein sum at 0 and 1 fixes the constant
  have hD : derivative (C ((2 * m + 1) * (Nat.choose (2 * m) m : ℝ)) * f
      - C c * majority m) = 0 := by
    rw [derivative_sub, derivative_C_mul, derivative_C_mul, hh, derivative_majority]
    ring
  obtain ⟨d, hd⟩ : ∃ d, C ((2 * m + 1) * (Nat.choose (2 * m) m : ℝ)) * f
      - C c * majority m = C d :=
    ⟨_, eq_C_of_natDegree_eq_zero (Polynomial.derivative_eq_zero.1 hD)⟩
  have e0 := congrArg (eval 0) hd
  have e1 := congrArg (eval 1) hd
  rw [eval_sub, eval_mul, eval_mul, eval_C, eval_C, eval_C, hf.at_zero, majority_zero] at e0
  rw [eval_sub, eval_mul, eval_mul, eval_C, eval_C, eval_C, hf.at_one, majority_one] at e1
  have hc : c = (2 * m + 1) * (Nat.choose (2 * m) m : ℝ) := by linarith
  rw [hh, hc, mul_comm]

/-- The slope of a purification polynomial of order `m` at occupation 1/2 is
`(2m+1) C(2m,m) / 4^m`. -/
theorem slope_at_half {m : ℕ} {f : ℝ[X]} (hf : IsPurifier m f) :
    (derivative f).eval (1 / 2) = (2 * m + 1) * (Nat.choose (2 * m) m : ℝ) / 4 ^ m := by
  rw [derivative_eq hf]
  simp only [eval_mul, eval_C, eval_pow, eval_X, eval_sub, eval_one]
  rw [← mul_pow, show (1 / 2 : ℝ) * (1 - 1 / 2) = 1 / 4 by norm_num, one_div_pow,
    mul_one_div]

/-- One purification step keeps the order of two distinct occupations in `[0,1]` and
multiplies their separation by at most `gapFactor m`. -/
theorem separation_bounds {m : ℕ} {f : ℝ[X]} (hf : IsPurifier m f) {x y : ℝ}
    (hx : 0 ≤ x) (hxy : x < y) (hy : y ≤ 1) :
    0 < f.eval y - f.eval x ∧ f.eval y - f.eval x ≤ gapFactor m * (y - x) := by
  obtain ⟨c, ⟨hc1, hc2⟩, hc⟩ := exists_hasDerivAt_eq_slope (fun t => f.eval t)
    (fun t => (derivative f).eval t) hxy f.continuous.continuousOn
    (fun t _ => f.hasDerivAt t)
  have hpos : 0 < y - x := sub_pos.2 hxy
  have hK : 0 < (2 * m + 1) * (Nat.choose (2 * m) m : ℝ) := by
    have h : 0 < Nat.choose (2 * m) m := Nat.choose_pos (by omega)
    have h' : (0 : ℝ) < (Nat.choose (2 * m) m : ℝ) := by exact_mod_cast h
    positivity
  have hcc : 0 < c * (1 - c) := mul_pos (by linarith) (by linarith)
  have hval : (derivative f).eval c =
      (2 * m + 1) * (Nat.choose (2 * m) m : ℝ) * (c * (1 - c)) ^ m := by
    rw [derivative_eq hf]
    simp only [eval_mul, eval_C, eval_pow, eval_X, eval_sub, eval_one, mul_pow]
  -- the slope at c is at most the slope at occupation 1/2, because c(1-c) is at most 1/4
  have hle : (derivative f).eval c ≤ gapFactor m := by
    have h4 : (c * (1 - c)) ^ m ≤ (1 / 4 : ℝ) ^ m :=
      pow_le_pow_left₀ hcc.le (by nlinarith [sq_nonneg (c - 1 / 2)]) m
    rw [hval, gapFactor, ← mul_one_div, ← one_div_pow]
    exact mul_le_mul_of_nonneg_left h4 hK.le
  have hgt : 0 < (derivative f).eval c := by
    rw [hval]
    exact mul_pos hK (pow_pos hcc m)
  have hdiff : f.eval y - f.eval x = (derivative f).eval c * (y - x) :=
    ((eq_div_iff hpos.ne').1 hc).symm
  rw [hdiff]
  exact ⟨mul_pos hgt hpos, mul_le_mul_of_nonneg_right hle hpos.le⟩

/-- Raising the order from `m` to `m+1` multiplies the gap factor by `(2m+3)/(2m+2)`. -/
theorem gapFactor_succ (m : ℕ) :
    (2 * m + 2) * gapFactor (m + 1) = (2 * m + 3) * gapFactor m := by
  have h : ((m : ℝ) + 1) * (Nat.choose (2 * (m + 1)) (m + 1) : ℝ) =
      2 * (2 * m + 1) * (Nat.choose (2 * m) m : ℝ) := by
    have h' := Nat.succ_mul_centralBinom_succ m
    rw [Nat.centralBinom_eq_two_mul_choose, Nat.centralBinom_eq_two_mul_choose] at h'
    exact_mod_cast h'
  simp only [gapFactor, Nat.cast_add, Nat.cast_one]
  rw [pow_succ, ← mul_div_assoc, ← mul_div_assoc,
    div_eq_div_iff (by positivity) (by positivity)]
  linear_combination (2 * (2 * (m : ℝ) + 3) * 4 ^ m) * h

/-- The square of the gap factor of order `m` lies between `m+1` and `2m+1`. -/
theorem gapFactor_sq_bounds (m : ℕ) :
    (m : ℝ) + 1 ≤ gapFactor m ^ 2 ∧ gapFactor m ^ 2 ≤ 2 * m + 1 := by
  induction m with
  | zero => simp [gapFactor]
  | succ m ih =>
    have hm : (0 : ℝ) ≤ m := Nat.cast_nonneg m
    have hp : (0 : ℝ) < (2 * m + 2) ^ 2 := by positivity
    have hs : (2 * (m : ℝ) + 2) ^ 2 * gapFactor (m + 1) ^ 2 =
        (2 * m + 3) ^ 2 * gapFactor m ^ 2 := by
      rw [← mul_pow, gapFactor_succ, mul_pow]
    have l := mul_le_mul_of_nonneg_left ih.1 (sq_nonneg (2 * (m : ℝ) + 3))
    have u := mul_le_mul_of_nonneg_left ih.2 (sq_nonneg (2 * (m : ℝ) + 3))
    push_cast
    constructor
    · refine le_of_mul_le_mul_left ?_ hp
      rw [hs]
      nlinarith
    · refine le_of_mul_le_mul_left ?_ hp
      rw [hs]
      nlinarith

end

end PurificationGapOpening
```

```lean
#print axioms PurificationGapOpening.slope_at_half
-- 'PurificationGapOpening.slope_at_half' depends on axioms: [propext, Classical.choice, Quot.sound]
#print axioms PurificationGapOpening.separation_bounds
-- 'PurificationGapOpening.separation_bounds' depends on axioms: [propext, Classical.choice, Quot.sound]
#print axioms PurificationGapOpening.gapFactor_sq_bounds
-- 'PurificationGapOpening.gapFactor_sq_bounds' depends on axioms: [propext, Classical.choice, Quot.sound]
```

### How the Lean proof runs

`flat_iff_dvd` replaces the Taylor argument. It translates vanishing derivatives into root multiplicity, and root multiplicity into divisibility by a power of $x-a$. It is applied to `derivative f`, so the orders 1 to `m` for `f` become the orders 0 to `m-1`.

In `derivative_majority`, `step` is the derivative rule for one Bernstein polynomial, `tel` is the telescoping sum, and `top` removes the term whose index exceeds its degree. The private lemmas `majority_zero` and `majority_one` supply the endpoint values. `majority_isPurifier_witness` then bounds the degree term by term and reads the flatness off the factored derivative, using `flat_iff_dvd` in the other direction.

`derivative_eq` follows the derivation above closely. `d0` and `d1` are the two divisibilities, and `cop` says that $x$ and $1-x$ are coprime, since they add up to 1. `hdeg` compares degrees to show that the remaining factor is constant. `hD` states that $Kf-cS_m$ has zero derivative, and evaluation at 0 and 1 yields `hc`, which is $c=K$. After that, `slope_at_half` only has to insert $x=1/2$.

In `separation_bounds`, `exists_hasDerivAt_eq_slope` is the mean value theorem, and its point `c` is the $\xi$ above. `hgt` gives the positive slope that preserves the order of the occupations, while `hle` uses $\xi(1-\xi)\le1/4$ to bound the widening.

`gapFactor_succ` takes the binomial identity from Mathlib's result on central binomial coefficients and clears the denominators. `gapFactor_sq_bounds` is the induction on `m`: `hs` is the squared recurrence, `l` and `u` are the two induction bounds multiplied by $(2m+3)^2$, and `nlinarith` settles the polynomial inequalities that remain.
